# At fixed particle number, a contiguous one-dimensional Fermi sea has the largest exchange sum if the interaction is nonincreasing in momentum transfer

If a Fermi sea with holes could gain more exchange energy than a compact one, filling the lowest plane waves would minimise the kinetic energy but perhaps not the Hartree–Fock energy. For spinless fermions on a ring, I expect the compact sea to win on exchange too, provided the interaction component $w(|p-q|)$ never increases with $|p-q|$. Can this be proved rigorously, for any set of $N$ occupied momenta, and checked by machine?

## Building the sea from its highest orbital

Yes. Let $S$ be a finite set of integer momentum labels, and define

$$X(S)=\sum_{p,q\in S} w(|p-q|).$$

The claim is that $X(S)\le X(\{a,\dots,a+N-1\})$ for $N=|S|$ and every integer $a$.

**Filling principle.** Let $|T|=|F|$, with $f\ge c$ on $F$ and $f\le c$ on $T\setminus F$. The sets $T\setminus F$ and $F\setminus T$ have the same size $k$, so

$$\sum_{T\setminus F} f\le kc\le\sum_{F\setminus T} f.$$

Adding the sum over $T\cap F$ gives $\sum_T f\le\sum_F f$. If $f<c$ on $T\setminus F$, equality forces $T=F$.

**Adding the top orbital.** Let $m$ be the largest element of $S$, $s=S\setminus\{m\}$ and $n=|s|$. Separating the terms that contain $m$ gives

$$X(S)=X(s)+w(0)+2\sum_{p\in s}w(|m-p|).$$

Let $F$ be the $n$ integers directly below $m$. On $F$ the distance to $m$ is at most $n$, so $w(|m-p|)\ge w(n)$. Elements of $s$ outside $F$ are farther away, so there $w(|m-p|)\le w(n)$. The filling principle bounds the last sum by its value on $F$, and induction gives $X(s)\le X(F)$. Hence $X(S)\le X(F\cup\{m\})$. The right side is the exchange sum of a block, which depends only on differences and so not on where the block starts. The empty set starts the induction.

If $w$ is strictly decreasing, equality forces $s=F$, so $S$ is a block. Conversely, all blocks of one size have equal $X$.

**Kinetic energy.** For $2M+1$ particles, $p^2\le M^2$ on $\{-M,\dots,M\}$ and $p^2\ge M^2$ outside. The filling principle with $f=-p^2$ shows that this block minimises $\sum p^2$. It therefore also minimises $t\sum p^2-\tfrac g2X$ when $t,g\ge0$. This is the Hartree–Fock energy up to a constant: every determinant of $N$ plane waves has the same uniform density, so the direct (Hartree) term is the same for all of them.

**A three-particle case.** Take $w(d)=\max(3-d,0)$ and $S=\{1,2,4\}$. The pair distances are $1,3,2$, so $X(S)=3\cdot3+2(2+0+1)=15$. For $\{1,2,3\}$ they are $1,2,1$, giving $9+2(2+1+2)=19$.

## What the Lean theorems say about the electrons

`S : Finset ℤ` lists the occupied momenta in units of $2\pi/L$, where $L$ is the ring's circumference; a set holds each label at most once, as Pauli exclusion requires. `fermiSea a N` is the block of `N` momenta starting at `a`. `Antitone w` says that the interaction's Fourier component does not grow with momentum transfer; no sign is assumed.

- `exchangeSum_le_fermiSea` is the main inequality.
- `exchangeSum_eq_iff` assumes `StrictAnti w` and characterises equality. A constant `w`, as for a contact interaction, makes all sets of one size tie.
- `energy_fermiSea_le` concerns `2 * M + 1` particles and does not claim a unique minimiser. Here `t` sets the kinetic energy scale, and `g` is the exchange coupling, including the factor $1/L$; `0 ≤ g` means that positive `w` is repulsive.

The diagonal contributes $Nw(0)$ to every set of $N$ momenta. If a neutralising background sets $w(0)=0$, `Antitone w` may fail. If $w$ is still nonincreasing from distance $1$ on, raising $w(0)$ to $w(1)$ shifts all competitors equally and restores the comparison.

For Hartree–Fock calculations on the one-dimensional spinless gas with nonincreasing $w$ and an odd number of particles, this justifies the compact sea among plane-wave determinants only: density-wave orbitals, correlated states, spin and higher dimensions are not treated.

## How the induction runs in Lean

`filling_le` and `filling_eq` are the two forms of the filling principle; the strict one raises `f` to `c` outside `F` and then applies the first. `exchangeSum_fermiSea` shifts a block, and `exchangeSum_insert` separates the new orbital's terms.

`Finset.induction_on_max` adds momenta in increasing order. `revert a` keeps the block's start free, since the induction hypothesis is needed at `m - s.card`. In `htop`, `omega` supplies the distance comparisons and `hw` turns them into bounds on `w`; `linarith` adds the two inequalities. The equality proof uses the same split at the top orbital, but needs the main inequality instead of an induction hypothesis.

```lean
import Mathlib

open Finset

namespace CompactFermiSea

noncomputable section

/-- The exchange sum of the occupied plane waves `S` on a ring: the interaction component
`w |p - q|` summed over all ordered pairs of occupied momenta. -/
def exchangeSum (w : ℕ → ℝ) (S : Finset ℤ) : ℝ :=
  ∑ p ∈ S, ∑ q ∈ S, w (p - q).natAbs

/-- The contiguous Fermi sea of `N` momenta `a, a + 1, ..., a + N - 1`. -/
def fermiSea (a : ℤ) (N : ℕ) : Finset ℤ := Finset.Ico a (a + N)

/-- Kinetic plus exchange energy of the occupied plane waves `S`, with kinetic scale `t` and
exchange coupling `g`. -/
def energy (t g : ℝ) (w : ℕ → ℝ) (S : Finset ℤ) : ℝ :=
  t * ∑ p ∈ S, (p : ℝ) ^ 2 - g / 2 * exchangeSum w S

/-- Filling principle: among sets of equal size, the sum of `f` is largest on a set `F` where
`f` is at least `c`, if `f` is at most `c` outside it. -/
theorem filling_le {F T : Finset ℤ} {f : ℤ → ℝ} {c : ℝ} (hcard : T.card = F.card)
    (hin : ∀ x ∈ F, c ≤ f x) (hout : ∀ x ∈ T, x ∉ F → f x ≤ c) :
    ∑ x ∈ T, f x ≤ ∑ x ∈ F, f x := by
  -- the common part cancels; the two remainders have the same size
  have hT := Finset.sum_sdiff (f := f) (Finset.inter_subset_left : T ∩ F ⊆ T)
  have hF := Finset.sum_sdiff (f := f) (Finset.inter_subset_right : T ∩ F ⊆ F)
  have cT := Finset.card_sdiff_add_card_eq_card (Finset.inter_subset_left : T ∩ F ⊆ T)
  have cF := Finset.card_sdiff_add_card_eq_card (Finset.inter_subset_right : T ∩ F ⊆ F)
  have hc : (T \ (T ∩ F)).card = (F \ (T ∩ F)).card := by omega
  have h1 : ∑ x ∈ T \ (T ∩ F), f x ≤ (T \ (T ∩ F)).card • c := by
    apply Finset.sum_le_card_nsmul
    intro x hx
    rw [Finset.mem_sdiff, Finset.mem_inter] at hx
    exact hout x hx.1 (fun h => hx.2 ⟨hx.1, h⟩)
  have h2 : (F \ (T ∩ F)).card • c ≤ ∑ x ∈ F \ (T ∩ F), f x := by
    apply Finset.card_nsmul_le_sum
    intro x hx
    exact hin x (Finset.mem_sdiff.mp hx).1
  rw [hc] at h1
  linarith

/-- Strict filling principle: if `f` is at least `c` on `F` and below `c` outside `F`, a set of the
same size whose sum is no smaller than that of `F` is `F` itself. -/
theorem filling_eq {F T : Finset ℤ} {f : ℤ → ℝ} {c : ℝ} (hcard : T.card = F.card)
    (hin : ∀ x ∈ F, c ≤ f x) (hout : ∀ x ∈ T, x ∉ F → f x < c)
    (hge : ∑ x ∈ F, f x ≤ ∑ x ∈ T, f x) : T = F := by
  refine Finset.eq_of_subset_of_card_le ?_ hcard.ge
  intro x hx
  by_contra hxF
  -- raise `f` to `c` outside `F`: this strictly increases the sum over `T`
  have h1 : ∑ y ∈ T, f y < ∑ y ∈ T, (if y ∈ F then f y else c) := by
    apply Finset.sum_lt_sum
    · intro y hy
      by_cases h : y ∈ F
      · simp [h]
      · simpa [h] using (hout y hy h).le
    · exact ⟨x, hx, by simpa [hxF] using hout x hx hxF⟩
  have h2 : ∑ y ∈ T, (if y ∈ F then f y else c) ≤ ∑ y ∈ F, (if y ∈ F then f y else c) := by
    apply filling_le (c := c) hcard
    · intro y hy
      simpa [hy] using hin y hy
    · intro y _ h
      simp [h]
  have h3 : ∑ y ∈ F, (if y ∈ F then f y else c) = ∑ y ∈ F, f y :=
    Finset.sum_congr rfl (fun y hy => by simp [hy])
  linarith

/-- The exchange sum of a contiguous Fermi sea does not depend on where the sea starts. -/
theorem exchangeSum_fermiSea (w : ℕ → ℝ) (a b : ℤ) (N : ℕ) :
    exchangeSum w (fermiSea a N) = exchangeSum w (fermiSea b N) := by
  have himg : fermiSea a N = (fermiSea b N).image (fun x => x + (a - b)) := by
    ext x
    simp only [fermiSea, Finset.mem_image, Finset.mem_Ico]
    constructor
    · intro h
      exact ⟨x - (a - b), by omega, by omega⟩
    · rintro ⟨y, hy, rfl⟩
      omega
  have hinj : Set.InjOn (fun x : ℤ => x + (a - b)) (fermiSea b N) := by
    intro x _ y _ h
    simpa using h
  rw [himg]
  unfold exchangeSum
  rw [Finset.sum_image hinj]
  refine Finset.sum_congr rfl (fun p _ => ?_)
  rw [Finset.sum_image hinj]
  refine Finset.sum_congr rfl (fun q _ => ?_)
  simp only [add_sub_add_right_eq_sub]

/-- Occupying a further momentum `m` adds its self term and twice its exchange with the momenta
already occupied. -/
theorem exchangeSum_insert (w : ℕ → ℝ) {m : ℤ} {S : Finset ℤ} (hm : m ∉ S) :
    exchangeSum w (insert m S) =
      exchangeSum w S + w 0 + 2 * ∑ p ∈ S, w (m - p).natAbs := by
  have hsymm : ∑ p ∈ S, w (p - m).natAbs = ∑ p ∈ S, w (m - p).natAbs := by
    refine Finset.sum_congr rfl (fun p _ => ?_)
    have h : (p - m).natAbs = (m - p).natAbs := by omega
    rw [h]
  simp only [exchangeSum, Finset.sum_insert hm, Finset.sum_add_distrib, sub_self,
    Int.natAbs_zero]
  rw [hsymm]
  ring

private theorem card_sea (a : ℤ) (N : ℕ) : (fermiSea a N).card = N := by
  simp [fermiSea]

private theorem sea_top (m : ℤ) (n : ℕ) :
    fermiSea (m - n) (n + 1) = insert m (fermiSea (m - n) n) := by
  ext x
  simp only [fermiSea, Finset.mem_insert, Finset.mem_Ico]
  push_cast
  omega

private theorem top_notMem (m : ℤ) (n : ℕ) : m ∉ fermiSea (m - n) n := by
  simp [fermiSea]

/-- For a nonincreasing interaction `w`, no set of occupied momenta has a larger exchange sum
than a contiguous Fermi sea with the same number of particles. -/
theorem exchangeSum_le_fermiSea {w : ℕ → ℝ} (hw : Antitone w) (S : Finset ℤ) (a : ℤ) :
    exchangeSum w S ≤ exchangeSum w (fermiSea a S.card) := by
  revert a
  refine Finset.induction_on_max S ?_ ?_
  · intro a
    simp [exchangeSum, fermiSea]
  · intro m s hm ih a
    have hms : m ∉ s := fun h => lt_irrefl _ (hm m h)
    -- exchange of the highest orbital with those below it is largest for a gapless sea
    have htop : ∑ p ∈ s, w (m - p).natAbs ≤
        ∑ p ∈ fermiSea (m - s.card) s.card, w (m - p).natAbs := by
      apply filling_le (c := w s.card) (card_sea _ _).symm
      · intro p hp
        have hp' := Finset.mem_Ico.mp hp
        exact hw (by omega)
      · intro p hp hpF
        have h1 := hm p hp
        simp only [fermiSea, Finset.mem_Ico] at hpF
        exact hw (by omega)
    rw [Finset.card_insert_of_notMem hms, exchangeSum_fermiSea w a (m - s.card), sea_top,
      exchangeSum_insert w hms, exchangeSum_insert w (top_notMem m s.card)]
    linarith [ih (m - s.card)]

/-- For a strictly decreasing interaction, the largest exchange sum at fixed particle number is
reached exactly by the contiguous Fermi seas. -/
theorem exchangeSum_eq_iff {w : ℕ → ℝ} (hw : StrictAnti w) (S : Finset ℤ) (a : ℤ) :
    exchangeSum w S = exchangeSum w (fermiSea a S.card) ↔ ∃ b, S = fermiSea b S.card := by
  constructor
  · refine Finset.induction_on_max S ?_ ?_
    · intro _
      exact ⟨0, by simp [fermiSea]⟩
    · intro m s hm _ heq
      have hms : m ∉ s := fun h => lt_irrefl _ (hm m h)
      rw [Finset.card_insert_of_notMem hms, exchangeSum_fermiSea w a (m - s.card), sea_top,
        exchangeSum_insert w hms, exchangeSum_insert w (top_notMem m s.card)] at heq
      have hle := exchangeSum_le_fermiSea hw.antitone s (m - s.card)
      -- equality leaves no room for a gap below the highest orbital
      have hs : s = fermiSea (m - s.card) s.card := by
        apply filling_eq (f := fun p => w (m - p).natAbs) (c := w s.card) (card_sea _ _).symm
        · intro p hp
          have hp' := Finset.mem_Ico.mp hp
          exact hw.antitone (by omega)
        · intro p hp hpF
          have h1 := hm p hp
          simp only [fermiSea, Finset.mem_Ico] at hpF
          exact hw (by omega)
        · linarith
      refine ⟨m - s.card, ?_⟩
      rw [Finset.card_insert_of_notMem hms, sea_top]
      exact congrArg (insert m) hs
  · rintro ⟨b, hb⟩
    exact (congrArg (exchangeSum w) hb).trans (exchangeSum_fermiSea w b a S.card)

/-- For `2 M + 1` particles, a nonincreasing interaction and nonnegative `t` and `g`, the sea `-M,
..., M` has the lowest kinetic plus exchange energy among all sets of `2 M + 1` occupied plane
waves. -/
theorem energy_fermiSea_le {w : ℕ → ℝ} (hw : Antitone w) {t g : ℝ} (ht : 0 ≤ t) (hg : 0 ≤ g)
    (M : ℕ) (S : Finset ℤ) (hS : S.card = 2 * M + 1) :
    energy t g w (fermiSea (-M) (2 * M + 1)) ≤ energy t g w S := by
  have hx := exchangeSum_le_fermiSea hw S (-M)
  rw [hS] at hx
  -- the kinetic energy is the filling principle for `-p ^ 2`
  have hk : ∑ p ∈ S, -(p : ℝ) ^ 2 ≤ ∑ p ∈ fermiSea (-M) (2 * M + 1), -(p : ℝ) ^ 2 := by
    apply filling_le (c := -(M : ℝ) ^ 2) (hS.trans (card_sea _ _).symm)
    · intro p hp
      have hp' := Finset.mem_Ico.mp hp
      push_cast at hp'
      have h1 : -(M : ℤ) ≤ p := hp'.1
      have h2 : p ≤ (M : ℤ) := by omega
      have h3 : p ^ 2 ≤ (M : ℤ) ^ 2 := by nlinarith
      have h4 : (p : ℝ) ^ 2 ≤ (M : ℝ) ^ 2 := by exact_mod_cast h3
      linarith
    · intro p _ hpF
      simp only [fermiSea, Finset.mem_Ico] at hpF
      push_cast at hpF
      have h0 : (0 : ℤ) ≤ M := by omega
      have h3 : (M : ℤ) ^ 2 ≤ p ^ 2 := by
        have h : p ≤ -(M : ℤ) ∨ (M : ℤ) ≤ p := by omega
        rcases h with h | h <;> nlinarith
      have h4 : (M : ℝ) ^ 2 ≤ (p : ℝ) ^ 2 := by exact_mod_cast h3
      linarith
  simp only [Finset.sum_neg_distrib] at hk
  have h1 := mul_le_mul_of_nonneg_left (neg_le_neg_iff.mp hk) ht
  have h2 := mul_le_mul_of_nonneg_left hx (by linarith : 0 ≤ g / 2)
  unfold energy
  linarith

end

end CompactFermiSea
```

```lean
#print axioms CompactFermiSea.exchangeSum_le_fermiSea
#print axioms CompactFermiSea.exchangeSum_eq_iff
#print axioms CompactFermiSea.energy_fermiSea_le
```

```
'CompactFermiSea.exchangeSum_le_fermiSea' depends on axioms: [propext, Classical.choice, Quot.sound]
'CompactFermiSea.exchangeSum_eq_iff' depends on axioms: [propext, Classical.choice, Quot.sound]
'CompactFermiSea.energy_fermiSea_le' depends on axioms: [propext, Classical.choice, Quot.sound]
```
